# The Hamiltonian of an open Ising chain without a field commutes with the global spin flip

The theorem `ising_spinFlip` says that flipping every spin and then applying the Ising Hamiltonian gives the same state as doing the two in the other order. The model is an open chain of `N + 1` qubits with H = −∑ Z_i Z_(i+1), so every bond has the same unit coupling and there is no field; the state `ψ` is any assignment of complex amplitudes, normalised or not. The attempt compares the two sides at one spin configuration `s`, where H only multiplies the amplitude by the classical energy. What is left is that `s` and its flip have the same energy, which the attempt tries to prove bond by bond, by cases on the two spins.

An attempt in Lean 4 with a fault in it:

```lean
import Mathlib

open Matrix

namespace IsingSpinFlip

noncomputable section

/-- Amplitudes of a state of `N + 1` qubits in the basis of spin configurations
(`true` is up, `false` is down). -/
abbrev State (N : ℕ) := (Fin (N + 1) → Bool) → ℂ

/-- The eigenvalue of Pauli `Z`: `1` for up and `-1` for down. -/
def sgn (b : Bool) : ℝ := if b then 1 else -1

variable {N : ℕ}

/-- The Pauli operator `Z` on site `i`. -/
def pauliZ (i : Fin (N + 1)) : State N →ₗ[ℂ] State N where
  toFun ψ s := (sgn (s i) : ℂ) * ψ s
  map_add' ψ φ := by
    funext s
    simp only [Pi.add_apply]
    ring
  map_smul' c ψ := by
    funext s
    simp only [Pi.smul_apply, smul_eq_mul, RingHom.id_apply]
    ring

/-- The Ising Hamiltonian `H = -∑ Z_i Z_(i+1)` of the open chain with `N` bonds. -/
def ising (N : ℕ) : State N →ₗ[ℂ] State N :=
  -∑ i : Fin N, pauliZ i.castSucc ∘ₗ pauliZ i.succ

/-- The global spin flip, which exchanges up and down on every site. -/
def spinFlip (ψ : State N) : State N := fun s => ψ (fun i => !s i)

/-- The classical Ising energy of a spin configuration. -/
def chainEnergy (s : Fin (N + 1) → Bool) : ℝ :=
  -∑ i : Fin N, sgn (s i.castSucc) * sgn (s i.succ)

/-- The Hamiltonian multiplies each amplitude by the classical energy of its configuration. -/
theorem ising_apply (ψ : State N) (s : Fin (N + 1) → Bool) :
    ising N ψ s = (chainEnergy s : ℂ) * ψ s := by
  have hZ : ∀ (i : Fin (N + 1)) (φ : State N), pauliZ i φ s = (sgn (s i) : ℂ) * φ s :=
    fun _ _ => rfl
  simp only [ising, chainEnergy, LinearMap.neg_apply, LinearMap.sum_apply, Pi.neg_apply,
    Finset.sum_apply, LinearMap.comp_apply, hZ]
  push_cast
  rw [neg_mul, Finset.sum_mul]
  exact neg_inj.mpr (Finset.sum_congr rfl fun i _ => by ring)

/-- The global spin flip commutes with the Hamiltonian. -/
theorem ising_spinFlip (ψ : State N) : ising N (spinFlip ψ) = spinFlip (ising N ψ) := by
  funext s
  have h : chainEnergy (fun i => !s i) = chainEnergy s := by
    unfold chainEnergy
    refine neg_inj.mpr (Finset.sum_congr rfl fun i _ => ?_)
    cases s i.castSucc <;> cases s i.succ <;> simp [sgn]
  change ising N (spinFlip ψ) s = ising N ψ (fun i => !s i)
  rw [ising_apply, ising_apply]
  simp only [h, spinFlip]

end

end IsingSpinFlip
```

Compiling this gives:

```
Main.lean:55:58: error: unsolved goals
case false.false
N : ℕ
ψ : State N
s : Fin (N + 1) → Bool
i : Fin N
x✝ : i ∈ Finset.univ
⊢ (if s i.succ = false then if s i.castSucc = false then 1 else -1 else -if s i.castSucc = false then 1 else -1) = 1

case false.true
N : ℕ
ψ : State N
s : Fin (N + 1) → Bool
i : Fin N
x✝ : i ∈ Finset.univ
⊢ (if s i.succ = false then if s i.castSucc = false then 1 else -1 else -if s i.castSucc = false then 1 else -1) = -1

case true.false
N : ℕ
ψ : State N
s : Fin (N + 1) → Bool
i : Fin N
x✝ : i ∈ Finset.univ
⊢ (if s i.succ = false then if s i.castSucc = false then 1 else -1 else -if s i.castSucc = false then 1 else -1) = -1

case true.true
N : ℕ
ψ : State N
s : Fin (N + 1) → Bool
i : Fin N
x✝ : i ∈ Finset.univ
⊢ (if s i.succ = false then if s i.castSucc = false then 1 else -1 else -if s i.castSucc = false then 1 else -1) = 1
```

What went wrong. The single error lists four unsolved goals, one for each case of the two spins of a bond. In each, the right side has become a number, `1` or `-1`, while the left still depends on `s i.castSucc` and `s i.succ`.

`cases s i.castSucc` replaces that term only where it literally occurs in the goal. On the right it does, but on the left the spin was still written as the unreduced application `(fun i => !s i) i.castSucc`, and `i.succ` likewise, so the left was passed over. `simp` then reduced these applications, but too late: no hypothesis recorded which value each spin had taken, and the goals left could not be proved.

The repair first proves `hb`, the same identity for any two Booleans `a` and `b`. There `cases` acts on variables, which it replaces on both sides, and `simp [sgn]` closes every case. `exact` can then use `hb _ _` for each bond, because Lean reduces the function applications when it checks that the two statements agree.

The repair, with which the file compiles:

```diff
@@ -55,6 +55,8 @@
   have h : chainEnergy (fun i => !s i) = chainEnergy s := by
     unfold chainEnergy
-    refine neg_inj.mpr (Finset.sum_congr rfl fun i _ => ?_)
-    cases s i.castSucc <;> cases s i.succ <;> simp [sgn]
+    have hb : ∀ a b : Bool, sgn (!a) * sgn (!b) = sgn a * sgn b := by
+      intro a b
+      cases a <;> cases b <;> simp [sgn]
+    exact neg_inj.mpr (Finset.sum_congr rfl fun i _ => hb _ _)
   change ising N (spinFlip ψ) s = ising N ψ (fun i => !s i)
   rw [ising_apply, ising_apply]
```
